# Bounds on energy levels when a positive definite overlap matrix is neglected

In simple Hückel theory one diagonalises the Hamiltonian matrix \(H\) as if the atomic orbitals were orthonormal, although their overlap matrix \(S\) is not the identity. The eigenvalues of \(S\) limit how far this step can move each level, provided that the entries of \(H\) stay the same.

Let \(H\) and \(S\) be real symmetric \(n\times n\) matrices, with all eigenvalues of \(S\) in \([a,b]\) and \(a>0\). Positivity of \(a\) means that no nonzero combination of the basis functions has zero norm. Number the levels from \(k=0\) in nondecreasing order, and write \(e_k\) for those of \(HY_k=e_kY_k\) and \(g_k\) for those of \(HX_k=g_kSX_k\). Then

\[
e_k<0\ \Longrightarrow\ \frac{e_k}{a}\le g_k\le\frac{e_k}{b}.
\]

## A trial vector shared by low and high modes

Take the \(X_i\) mutually \(S\)-orthogonal and the \(Y_i\) mutually orthogonal. For \(x=\sum_i c_iX_i\) the cross terms vanish:

\[
x\cdot Hx=\sum_i g_ic_i^2\,(X_i\cdot SX_i),\qquad x\cdot Sx=\sum_i c_i^2\,(X_i\cdot SX_i).
\]

If only \(X_0,\dots,X_k\) occur, then \(x\cdot Hx\le g_k\,x\cdot Sx\). In the same way, a combination of \(Y_k,\dots,Y_{n-1}\) satisfies \(x\cdot Hx\ge e_k\,x\cdot x\).

These two families contain \((k+1)+(n-k)=n+1\) vectors, so there are coefficients, not all zero, with

\[
x:=\sum_{i\le k}c_iX_i=-\sum_{j\ge k}d_jY_j .
\]

If \(x\) were zero, the independence of each family would make every coefficient zero. Hence \(x\ne0\), and both estimates apply to it:

\[
e_k\,x\cdot x\le x\cdot Hx\le g_k\,x\cdot Sx .
\]

Dividing by \(x\cdot x\) gives \(e_k\le r g_k\), where \(r=x\cdot Sx/x\cdot x\) lies in \([a,b]\). Exchanging the two problems gives \(r'g_k\le e_k\) for some \(r'\in[a,b]\).

Now let \(e_k<0\). The second inequality forces \(g_k<0\), so \(e_k\le rg_k\le ag_k\) and \(bg_k\le r'g_k\le e_k\). Division by \(a\) and \(b\) gives the claim. If \(e_k>0\), then \(g_k>0\), and \(e_k\le bg_k\) and \(ag_k\le e_k\) give \(e_k/b\le g_k\le e_k/a\).

For \(a=1-\delta\), \(b=1+\delta\) with \(0\le\delta<1\), a negative level obeys

\[
-\frac{\delta}{1-\delta}|e_k|\le g_k-e_k\le\frac{\delta}{1+\delta}|e_k|,
\qquad\text{so}\qquad |g_k-e_k|\le\frac{\delta}{1-\delta}|e_k| .
\]

## A positive level reverses the bounds

Take a single unnormalised basis function with squared norm 2, so that \(n=1\) and \(S=(2)\), and let \(H=(1)\) and \([a,b]=[1,2]\). Then \(e_0=1\) and \(g_0=1/2\), which is below \(e_0/a=1\). The bounds for negative levels therefore fail if positive levels are admitted.

## Modes and levels in Lean

Matrices act by `*ᵥ`, and `⬝ᵥ` is the real dot product. The index type `Fin n` also counts from zero.

```lean
import Mathlib

open Matrix

namespace NeglectOfOverlap

variable {n : ℕ} {H S T : Matrix (Fin n) (Fin n) ℝ} {g e : Fin n → ℝ}
  {X Y : Fin n → Fin n → ℝ} {a b : ℝ}
```

`OrderedModes H S g X` describes, for positive definite `S`, a complete solution of the generalized problem; putting `1` for `S` gives the ordinary one. The modes need not be normalised.

```lean
/-- A list of `n` modes of `H x = g S x`: nonzero, mutually `S`-orthogonal vectors `X i` with levels
`g i` listed in nondecreasing order. -/
structure OrderedModes (H S : Matrix (Fin n) (Fin n) ℝ) (g : Fin n → ℝ)
    (X : Fin n → Fin n → ℝ) : Prop where
  mono : Monotone g
  eig : ∀ i, H *ᵥ X i = g i • (S *ᵥ X i)
  nonzero : ∀ i, X i ≠ 0
  orth : ∀ i j, i ≠ j → X i ⬝ᵥ S *ᵥ X j = 0
```

The theorems assume such solutions. For symmetric \(H\) and positive definite \(S\) the spectral theorem supplies them. Symmetry of \(H\) is not a separate hypothesis, because a full set of orthogonal eigenvectors with real eigenvalues implies it.

## Energies and independence of modes

The first lemma is the expansion of \(x\cdot Hx\). `Finset.sum_eq_single` keeps the diagonal term of the double sum.

```lean
/-- For a superposition `x` of `S`-orthogonal modes, `x ⬝ᵥ H *ᵥ x` is the sum of the levels weighted
by the squared amplitudes and the values `X i ⬝ᵥ S *ᵥ X i`. -/
theorem energy_expansion {ι : Type*} [Fintype ι] {g : ι → ℝ} {X : ι → Fin n → ℝ}
    (eig : ∀ i, H *ᵥ X i = g i • (S *ᵥ X i))
    (orth : ∀ i j, i ≠ j → X i ⬝ᵥ S *ᵥ X j = 0) (c : ι → ℝ) :
    (∑ i, c i • X i) ⬝ᵥ H *ᵥ (∑ i, c i • X i)
      = ∑ i, g i * (c i ^ 2 * (X i ⬝ᵥ S *ᵥ X i)) := by
  have h : H *ᵥ (∑ i, c i • X i) = ∑ j, (c j * g j) • (S *ᵥ X j) := by
    rw [← Matrix.mulVecLin_apply, map_sum]
    refine Finset.sum_congr rfl fun j _ => ?_
    rw [Matrix.mulVecLin_apply, Matrix.mulVec_smul, eig, smul_smul]
  rw [h, sum_dotProduct]
  refine Finset.sum_congr rfl fun i _ => ?_
  rw [dotProduct_sum, Finset.sum_eq_single i]
  · rw [smul_dotProduct, dotProduct_smul, smul_eq_mul, smul_eq_mul]
    ring
  · intro j _ hj
    rw [smul_dotProduct, dotProduct_smul, orth i j hj.symm, smul_zero, smul_zero]
  · intro hi
    exact absurd (Finset.mem_univ i) hi
```

Independence follows by taking the product of a vanishing combination with \(SX_i\), which leaves \(c_i\,(X_i\cdot SX_i)=0\).

```lean
/-- Finitely many nonzero vectors that are mutually orthogonal in a positive definite overlap are
linearly independent: a vanishing combination has zero coefficients. -/
theorem amplitudes_eq_zero {ι : Type*} [Fintype ι] {X : ι → Fin n → ℝ}
    (pos : ∀ x, x ≠ 0 → 0 < x ⬝ᵥ S *ᵥ x) (nonzero : ∀ i, X i ≠ 0)
    (orth : ∀ i j, i ≠ j → X i ⬝ᵥ S *ᵥ X j = 0) (c : ι → ℝ)
    (h0 : ∑ i, c i • X i = 0) (i : ι) : c i = 0 := by
  have h : (∑ j, c j • X j) ⬝ᵥ S *ᵥ X i = 0 := by rw [h0, zero_dotProduct]
  rw [sum_dotProduct, Finset.sum_eq_single i] at h
  · rw [smul_dotProduct] at h
    exact (smul_eq_zero.mp h).resolve_right (pos _ (nonzero i)).ne'
  · intro j _ hj
    rw [smul_dotProduct, orth j i hj, smul_zero]
  · intro hi
    exact absurd (Finset.mem_univ i) hi
```

## The shared vector and the uniqueness of levels

The next theorem allows any two positive definite overlaps. The maps `p` and `q` select the low and high modes, and `hdep` is the dimension count. The final two bullets apply the energy expansion, once to \(H\) and once to the overlap itself with all levels equal to one.

```lean
/-- For one `H` and two positive definite overlaps `S` and `T`, some nonzero trial vector `x` has
`x ⬝ᵥ H *ᵥ x` at most the `k`-th level of the `S` problem and at least that of the `T` problem, each
level multiplied by the squared norm of `x` in its own overlap. -/
theorem exists_trial (hS : ∀ x, x ≠ 0 → 0 < x ⬝ᵥ S *ᵥ x)
    (hT : ∀ x, x ≠ 0 → 0 < x ⬝ᵥ T *ᵥ x)
    (hX : OrderedModes H S g X) (hY : OrderedModes H T e Y) (k : Fin n) :
    ∃ x, x ≠ 0 ∧ e k * (x ⬝ᵥ T *ᵥ x) ≤ x ⬝ᵥ H *ᵥ x ∧
      x ⬝ᵥ H *ᵥ x ≤ g k * (x ⬝ᵥ S *ᵥ x) := by
  have hk := k.isLt
  let p : Fin (k.val + 1) → Fin n := fun i => ⟨i.val, by omega⟩
  let q : Fin (n - k.val) → Fin n := fun j => ⟨k.val + j.val, by omega⟩
  have hp : ∀ i, p i ≤ k := fun i => Fin.le_def.mpr (Nat.lt_succ_iff.mp i.isLt)
  have hq : ∀ j, k ≤ q j := fun j => Fin.le_def.mpr (Nat.le_add_right _ _)
  have oX : ∀ i j, i ≠ j → X (p i) ⬝ᵥ S *ᵥ X (p j) = 0 := fun i j hij =>
    hX.orth _ _ fun h => hij (Fin.ext (Fin.mk.inj h))
  have oY : ∀ i j, i ≠ j → Y (q i) ⬝ᵥ T *ᵥ Y (q j) = 0 := fun i j hij =>
    hY.orth _ _ fun h => hij (Fin.ext (Nat.add_left_cancel (Fin.mk.inj h)))
  -- n + 1 vectors in n dimensions are dependent
  have hdep : ¬ LinearIndependent ℝ
      (Sum.elim (fun i => X (p i)) (fun j => Y (q j))) := by
    intro h
    have hc := h.fintype_card_le_finrank
    simp only [Fintype.card_sum, Fintype.card_fin, Module.finrank_fin_fun] at hc
    omega
  obtain ⟨c, hc, i0, hi0⟩ := Fintype.not_linearIndependent_iff.mp hdep
  rw [Fintype.sum_sum_type] at hc
  simp only [Sum.elim_inl, Sum.elim_inr] at hc
  have hxy : ∑ i, c (Sum.inl i) • X (p i) = ∑ j, (-c (Sum.inr j)) • Y (q j) := by
    simp only [neg_smul, Finset.sum_neg_distrib]
    exact eq_neg_of_add_eq_zero_left hc
  refine ⟨∑ i, c (Sum.inl i) • X (p i), fun h0 => ?_, ?_, ?_⟩
  · rcases i0 with i | j
    · exact hi0 (amplitudes_eq_zero hS (fun i => hX.nonzero (p i)) oX _ h0 i)
    · exact hi0 (neg_eq_zero.mp
        (amplitudes_eq_zero hT (fun j => hY.nonzero (q j)) oY _ (hxy ▸ h0) j))
  · -- seen as a superposition of high modes of the T problem
    rw [hxy, energy_expansion (fun j => hY.eig (q j)) oY,
      energy_expansion (H := T) (S := T) (g := fun _ => 1)
        (fun j => (one_smul ℝ _).symm) oY, Finset.mul_sum]
    refine Finset.sum_le_sum fun j _ => ?_
    rw [one_mul]
    exact mul_le_mul_of_nonneg_right (hY.mono (hq j))
      (mul_nonneg (sq_nonneg _) (hT _ (hY.nonzero _)).le)
  · -- seen as a superposition of low modes of the S problem
    rw [energy_expansion (fun i => hX.eig (p i)) oX,
      energy_expansion (H := S) (S := S) (g := fun _ => 1)
        (fun i => (one_smul ℝ _).symm) oX, Finset.mul_sum]
    refine Finset.sum_le_sum fun i _ => ?_
    rw [one_mul]
    exact mul_le_mul_of_nonneg_right (hX.mono (hp i))
      (mul_nonneg (sq_nonneg _) (hS _ (hX.nonzero _)).le)
```

With equal overlaps, comparison in both directions shows that two complete solutions have the same ordered levels. This justifies speaking of the \(k\)-th lowest generalized eigenvalue.

```lean
/-- For a positive definite overlap the ordered levels do not depend on the choice of modes. -/
theorem levels_unique (hS : ∀ x, x ≠ 0 → 0 < x ⬝ᵥ S *ᵥ x)
    (hX : OrderedModes H S g X) (hY : OrderedModes H S e Y) : g = e := by
  ext k
  obtain ⟨x, hx, h1, h2⟩ := exists_trial hS hS hX hY k
  obtain ⟨y, hy, h3, h4⟩ := exists_trial hS hS hY hX k
  exact le_antisymm (le_of_mul_le_mul_right (h3.trans h4) (hS y hy))
    (le_of_mul_le_mul_right (h1.trans h2) (hS x hx))
```

## From overlap eigenvalues to level bounds

The hypothesis `hab` in the later theorems concerns the actual eigenvalues of \(S\). The proof turns it into bounds on \(x\cdot Sx\) with the spectral theorem, used in this form:

```lean
/-- A real symmetric matrix without negative eigenvalues has a nonnegative quadratic form. -/
theorem form_nonneg (hS : S.IsSymm)
    (h : ∀ (s : ℝ) (v : Fin n → ℝ), v ≠ 0 → S *ᵥ v = s • v → 0 ≤ s) (x : Fin n → ℝ) :
    0 ≤ x ⬝ᵥ S *ᵥ x := by
  have hH : S.IsHermitian := by
    rw [Matrix.IsHermitian, Matrix.conjTranspose_eq_transpose_of_trivial]
    exact hS
  have hp : S.PosSemidef := by
    refine hH.posSemidef_iff_eigenvalues_nonneg.mpr fun i => ?_
    refine h _ (hH.eigenvectorBasis i).ofLp (fun h0 => ?_) (hH.mulVec_eigenvectorBasis i)
    apply hH.eigenvectorBasis.orthonormal.ne_zero i
    ext j
    exact congrFun h0 j
  simpa using hp.dotProduct_mulVec_nonneg x
```

Applied to \(S-a1\) and \(b1-S\), it gives `lo` and `hi` below. The two calls of `exists_trial` then produce \(r\) and \(r'\).

```lean
/-- If the eigenvalues of a symmetric overlap lie in `[a, b]` with `a > 0`, the `k`-th levels
with overlap (`g k`) and without (`e k`) satisfy `e k ≤ r * g k` and `r' * g k ≤ e k` for
some `r` and `r'` in `[a, b]`. -/
theorem level_scaling (hS : S.IsSymm) (ha : 0 < a)
    (hab : ∀ (s : ℝ) (v : Fin n → ℝ), v ≠ 0 → S *ᵥ v = s • v → a ≤ s ∧ s ≤ b)
    (he : OrderedModes H 1 e Y) (hg : OrderedModes H S g X) (k : Fin n) :
    (∃ r, a ≤ r ∧ r ≤ b ∧ e k ≤ r * g k) ∧ (∃ r, a ≤ r ∧ r ≤ b ∧ r * g k ≤ e k) := by
  have lo : ∀ x, a * (x ⬝ᵥ x) ≤ x ⬝ᵥ S *ᵥ x := fun x => by
    have h := form_nonneg (S := S - a • 1) (hS.sub (Matrix.isSymm_one.smul a))
      (fun s v hv hs => by
        rw [Matrix.sub_mulVec, Matrix.smul_mulVec, Matrix.one_mulVec] at hs
        have := (hab (s + a) v hv (by rw [add_smul, ← hs, sub_add_cancel])).1
        linarith) x
    rw [Matrix.sub_mulVec, Matrix.smul_mulVec, Matrix.one_mulVec, dotProduct_sub,
      dotProduct_smul, smul_eq_mul] at h
    linarith
  have hi : ∀ x, x ⬝ᵥ S *ᵥ x ≤ b * (x ⬝ᵥ x) := fun x => by
    have h := form_nonneg (S := b • 1 - S) ((Matrix.isSymm_one.smul b).sub hS)
      (fun s v hv hs => by
        rw [Matrix.sub_mulVec, Matrix.smul_mulVec, Matrix.one_mulVec] at hs
        have := (hab (b - s) v hv (by rw [sub_smul, ← hs, sub_sub_cancel])).2
        linarith) x
    rw [Matrix.sub_mulVec, Matrix.smul_mulVec, Matrix.one_mulVec, dotProduct_sub,
      dotProduct_smul, smul_eq_mul] at h
    linarith
  have pos : ∀ x : Fin n → ℝ, x ≠ 0 → 0 < x ⬝ᵥ x := fun x hx =>
    lt_of_le_of_ne (Finset.sum_nonneg fun i _ => mul_self_nonneg (x i))
      fun h => hx (dotProduct_self_eq_zero.mp h.symm)
  have pos1 : ∀ x : Fin n → ℝ, x ≠ 0 → 0 < x ⬝ᵥ (1 : Matrix (Fin n) (Fin n) ℝ) *ᵥ x :=
    fun x hx => by rw [Matrix.one_mulVec]; exact pos x hx
  have posS : ∀ x, x ≠ 0 → 0 < x ⬝ᵥ S *ᵥ x := fun x hx =>
    (mul_pos ha (pos x hx)).trans_le (lo x)
  -- r is the Rayleigh quotient of S at the shared trial vector
  constructor
  · obtain ⟨x, hx, h1, h2⟩ := exists_trial posS pos1 hg he k
    rw [Matrix.one_mulVec] at h1
    refine ⟨(x ⬝ᵥ S *ᵥ x) / (x ⬝ᵥ x), (le_div_iff₀ (pos x hx)).mpr (lo x),
      (div_le_iff₀ (pos x hx)).mpr (hi x), ?_⟩
    rw [div_mul_eq_mul_div, le_div_iff₀ (pos x hx)]
    linarith
  · obtain ⟨x, hx, h1, h2⟩ := exists_trial pos1 posS he hg k
    rw [Matrix.one_mulVec] at h2
    refine ⟨(x ⬝ᵥ S *ᵥ x) / (x ⬝ᵥ x), (le_div_iff₀ (pos x hx)).mpr (lo x),
      (div_le_iff₀ (pos x hx)).mpr (hi x), ?_⟩
    rw [div_mul_eq_mul_div, div_le_iff₀ (pos x hx)]
    linarith
```

The main theorem is the sign argument; its `t` is the \(r'\) above.

```lean
/-- Neglect of overlap: if the eigenvalues of the symmetric overlap `S` lie in `[a, b]`, `a > 0`,
and the `k`-th lowest eigenvalue `e k` of `H` is negative, then the `k`-th lowest generalized
eigenvalue lies between `e k / a` and `e k / b`. -/
theorem neglect_of_overlap (hS : S.IsSymm) (ha : 0 < a)
    (hab : ∀ (s : ℝ) (v : Fin n → ℝ), v ≠ 0 → S *ᵥ v = s • v → a ≤ s ∧ s ≤ b)
    (he : OrderedModes H 1 e Y) (hg : OrderedModes H S g X) (k : Fin n) (hk : e k < 0) :
    e k / a ≤ g k ∧ g k ≤ e k / b := by
  obtain ⟨⟨r, hr, _, h1⟩, ⟨t, ht, htb, h2⟩⟩ := level_scaling hS ha hab he hg k
  have hgk : g k < 0 := by
    by_contra h
    have := mul_nonneg (ha.le.trans ht) (not_lt.mp h)
    linarith
  rw [div_le_iff₀ ha, le_div_iff₀ (ha.trans_le (ht.trans htb))]
  constructor
  · nlinarith [mul_nonneg (sub_nonneg.mpr hr) (neg_pos.mpr hgk).le]
  · nlinarith [mul_nonneg (sub_nonneg.mpr htb) (neg_pos.mpr hgk).le]
```

The positive case uses the same two inequalities.

```lean
/-- If the eigenvalues of the symmetric overlap `S` lie in `[a, b]`, `a > 0`, and the `k`-th lowest
eigenvalue `e k` of `H` is positive, then the `k`-th lowest generalized eigenvalue lies between
`e k / b` and `e k / a`. -/
theorem neglect_of_overlap_pos (hS : S.IsSymm) (ha : 0 < a)
    (hab : ∀ (s : ℝ) (v : Fin n → ℝ), v ≠ 0 → S *ᵥ v = s • v → a ≤ s ∧ s ≤ b)
    (he : OrderedModes H 1 e Y) (hg : OrderedModes H S g X) (k : Fin n) (hk : 0 < e k) :
    e k / b ≤ g k ∧ g k ≤ e k / a := by
  obtain ⟨⟨r, hr, hrb, h1⟩, ⟨t, ht, _, h2⟩⟩ := level_scaling hS ha hab he hg k
  have hgk : 0 < g k := pos_of_mul_pos_right (hk.trans_le h1) (ha.le.trans hr)
  rw [div_le_iff₀ (ha.trans_le (hr.trans hrb)), le_div_iff₀ ha]
  constructor
  · nlinarith [mul_nonneg (sub_nonneg.mpr hrb) hgk.le]
  · nlinarith [mul_nonneg (sub_nonneg.mpr ht) hgk.le]
```

For the error estimate, the proof clears denominators and separates the two signs of \(g_k-e_k\).

```lean
/-- If the eigenvalues of the symmetric overlap differ from one by at most `δ < 1`, neglecting it
shifts a level with `e k < 0` by at most `δ / (1 - δ)` times `|e k|`. -/
theorem neglect_error {δ : ℝ} (hS : S.IsSymm) (h0 : 0 ≤ δ) (h1 : δ < 1)
    (hδ : ∀ (s : ℝ) (v : Fin n → ℝ), v ≠ 0 → S *ᵥ v = s • v → 1 - δ ≤ s ∧ s ≤ 1 + δ)
    (he : OrderedModes H 1 e Y) (hg : OrderedModes H S g X) (k : Fin n) (hk : e k < 0) :
    |g k - e k| ≤ δ / (1 - δ) * |e k| := by
  have ha : 0 < 1 - δ := by linarith
  obtain ⟨hl, hu⟩ := neglect_of_overlap hS ha hδ he hg k hk
  rw [div_le_iff₀ ha] at hl
  rw [le_div_iff₀ (by linarith)] at hu
  rw [abs_of_neg hk, div_mul_eq_mul_div, le_div_iff₀ ha]
  rcases abs_cases (g k - e k) with ⟨h, hs⟩ | ⟨h, hs⟩
  · rw [h]
    nlinarith [mul_nonneg h0 hs]
  · rw [h]
    linarith
```

These bounds apply to a fixed, finite one-electron matrix \(H\). They do not describe self-consistent changes in \(H\), or a scheme that adjusts its entries to compensate for the missing overlap. They also depend on the zero of energy: lowering every \(g_k\) by \(c\ne0\) replaces \(H\) by \(H-cS\), whereas lowering every \(e_k\) by \(c\) replaces it by \(H-c1\), so for \(S\ne1\) the two shifted problems no longer share one matrix.

## Two orbitals that attain the bounds

Two equivalent orbitals with zero site energy, coupling \(-1\) and overlap \(s\), \(|s|<1\), satisfy the hypotheses with \(a=1-|s|\) and \(b=1+|s|\). The code uses the vectors \((1,1)\) and \((1,-1)\); the \(S\)-normalised modes are \((1,1)/\sqrt{2(1+s)}\) and \((1,-1)/\sqrt{2(1-s)}\).

```lean
/-- Two equivalent orbitals with overlap `s`, `|s| < 1`, and coupling `-1` meet the hypotheses of
`neglect_of_overlap`; the lowest level is `-1` without overlap and `-1 / (1 + s)` with it. -/
theorem neglect_of_overlap_witness {s : ℝ} (hs : |s| < 1) :
    (!![1, s; s, 1] : Matrix (Fin 2) (Fin 2) ℝ).IsSymm ∧
    (∀ (t : ℝ) (v : Fin 2 → ℝ), v ≠ 0 → !![1, s; s, 1] *ᵥ v = t • v →
      1 - |s| ≤ t ∧ t ≤ 1 + |s|) ∧
    OrderedModes !![0, -1; -1, 0] 1 ![-1, 1] ![![1, 1], ![1, -1]] ∧
    OrderedModes !![0, -1; -1, 0] !![1, s; s, 1] ![-1 / (1 + s), 1 / (1 - s)]
      ![![1, 1], ![1, -1]] := by
  have modes : ∀ u : ℝ, |u| < 1 → OrderedModes !![0, -1; -1, 0] !![1, u; u, 1]
      ![-1 / (1 + u), 1 / (1 - u)] ![![1, 1], ![1, -1]] := by
    intro u hu
    obtain ⟨hu1, hu2⟩ := abs_lt.mp hu
    have p1 : 0 < 1 + u := by linarith
    have p2 : 0 < 1 - u := by linarith
    have e1 : -1 / (1 + u) * (1 + u) = -1 := div_mul_cancel₀ _ p1.ne'
    have e2 : 1 / (1 - u) * (1 - u) = 1 := div_mul_cancel₀ _ p2.ne'
    have key : -1 / (1 + u) ≤ 1 / (1 - u) :=
      (div_nonpos_of_nonpos_of_nonneg (by norm_num) p1.le).trans (by positivity)
    refine ⟨fun i j hij => ?_, fun i => ?_, fun i h => ?_, fun i j hij => ?_⟩
    · fin_cases i <;> fin_cases j
      · exact le_rfl
      · exact key
      · exact absurd hij (by decide)
      · exact le_rfl
    · generalize -1 / (1 + u) = x at *
      generalize 1 / (1 - u) = y at *
      ext j
      fin_cases i <;> fin_cases j <;>
        simp [Matrix.mulVec, dotProduct, Fin.sum_univ_two] <;> linarith
    · have h' := congrFun h 0
      fin_cases i <;> simp at h'
    · fin_cases i <;> fin_cases j <;>
        simp [Matrix.mulVec, dotProduct, Fin.sum_univ_two] at hij ⊢
      ring
  refine ⟨?_, fun t v hv h => ?_, ?_, modes s hs⟩
  · ext i j
    fin_cases i <;> fin_cases j <;> rfl
  · have h0 := congrFun h 0
    have h1 := congrFun h 1
    simp only [Matrix.mulVec, dotProduct, Fin.sum_univ_two, Matrix.of_apply, Matrix.cons_val_zero,
      Matrix.cons_val_one, Pi.smul_apply, smul_eq_mul] at h0 h1
    -- the secular equation of the overlap matrix
    have hsq : (t - 1) ^ 2 = s ^ 2 := by
      by_contra hne
      have d := sub_ne_zero.mpr hne
      apply hv
      ext j
      fin_cases j
      · exact (mul_eq_zero.mp (show ((t - 1) ^ 2 - s ^ 2) * v 0 = 0 by
          linear_combination (-(t - 1)) * h0 - s * h1)).resolve_left d
      · exact (mul_eq_zero.mp (show ((t - 1) ^ 2 - s ^ 2) * v 1 = 0 by
          linear_combination (-s) * h0 - (t - 1) * h1)).resolve_left d
    have habs : |t - 1| = |s| := sq_eq_sq_iff_abs_eq_abs _ _ |>.mp hsq
    constructor <;> linarith [neg_abs_le (t - 1), le_abs_self (t - 1)]
  · have h := modes 0 (by simp)
    rw [← Matrix.one_fin_two] at h
    simpa using h

end NeglectOfOverlap
```

The lowest level moves from \(-1\) to \(-1/(1+s)\). This equals the upper bound \(e_0/b\) for \(s\ge0\) and the lower bound \(e_0/a\) for \(s\le0\). In the usual bonding situation coupling and overlap have opposite signs, which here means \(s>0\); the case \(s<0\) is included to show that the lower bound is sharp for the matrix problem.

```lean
#print axioms NeglectOfOverlap.levels_unique
#print axioms NeglectOfOverlap.neglect_of_overlap_pos
#print axioms NeglectOfOverlap.neglect_error
```

```
'NeglectOfOverlap.levels_unique' depends on axioms: [propext, Classical.choice, Quot.sound]
'NeglectOfOverlap.neglect_of_overlap_pos' depends on axioms: [propext, Classical.choice, Quot.sound]
'NeglectOfOverlap.neglect_error' depends on axioms: [propext, Classical.choice, Quot.sound]
```
